# In the zero-frequency BCS model with a sharp gap, the ultrasonic integral equals \(2f(\Delta)\) and the spin-relaxation integral diverges

Q: You write the coherence factors as \(1 \mp \Delta^2/E^2\) and put them into the definitions. Isn't that where the BCS physics sits?

A: Much of it does, and it enters as an assumption. Let \(x\) be the normal-state energy measured from the chemical potential, \(\Delta\) the gap and \(E=\sqrt{x^2+\Delta^2}\) the quasiparticle energy. A quasiparticle scatters through two interfering processes, whose relative sign depends on how the probe behaves under time reversal. With \(u,v=\sqrt{(1\pm x/E)/2}\), the weight for elastic scattering from \(x\) to \(x'\) is

\[
(uu'\mp vv')^2=\tfrac12\Bigl(1+\frac{xx'\mp\Delta^2}{E^2}\Bigr).
\]

Averaging over the signs of \(x\) and \(x'\) removes \(xx'\) and leaves \(\tfrac12(1\mp\Delta^2/E^2)\). The upper sign belongs to ultrasound, the lower to nuclear spin relaxation. The formal development starts from these energy-dependent factors; it contains no \(u\), \(v\) or Hamiltonian.

```lean
import Mathlib

open MeasureTheory Set Filter Topology

namespace BCSCoherenceResponse

noncomputable section
```

Q: And the thermal part? I want the Fermi function, not some convenient bump.

A: It is the Fermi function, with \(k_B=1\), so that \(T\) is an energy:

\[
f(E)=\frac{1}{e^{E/T}+1}.
\]

```lean
/-- The Fermi function at temperature `T > 0` (with Boltzmann constant one), the energy `E`
being measured from the chemical potential. -/
def fermi (T E : ℝ) : ℝ := 1 / (Real.exp (E / T) + 1)
```

The weight of thermally active energies is \(w(E)=-f'(E)\). It is defined through Lean's `deriv`, so its closed form has to be proved.

```lean
/-- The thermal window `-f'(E)`, minus the energy derivative of the Fermi function. -/
def window (T E : ℝ) : ℝ := -deriv (fermi T) E
```

Q: What are the two response integrands?

A: The density of states relative to the normal metal is \(N(E)=E/\sqrt{E^2-\Delta^2}\). It appears squared, once for the initial and once for the final state.

```lean
/-- The BCS density of states in units of the normal one, for energies `E > Δ ≥ 0`. -/
def dos (Δ E : ℝ) : ℝ := E / √(E ^ 2 - Δ ^ 2)
```

The ultrasonic integrand is \(2N^2(1-\Delta^2/E^2)\,w\).

```lean
/-- The integrand of ultrasonic attenuation, with coherence factor `1 - Δ²/E²`,
for energies `E > Δ ≥ 0`. -/
def soundKernel (Δ T E : ℝ) : ℝ := 2 * dos Δ E ^ 2 * (1 - Δ ^ 2 / E ^ 2) * window T E
```

For spin relaxation only the sign changes. The prefactor 2 makes the normal-metal integral equal to 1, since \(2f(0)=1\).

```lean
/-- The integrand of nuclear spin relaxation, with coherence factor `1 + Δ²/E²`,
for energies `E > Δ ≥ 0`. -/
def spinKernel (Δ T E : ℝ) : ℝ := 2 * dos Δ E ^ 2 * (1 + Δ ^ 2 / E ^ 2) * window T E
```

In both definitions \(\Delta\) is a free number. No gap equation fixes its temperature dependence, so you may insert any \(\Delta(T)\ge 0\) at a given temperature. The probe frequency is zero and the gap is isotropic and sharp.

Q: Then start with the window. What do you need to know about it?

A: First its form. The quotient and chain rules give

\[
w(E)=\frac{1}{T}\,\frac{e^{E/T}}{(e^{E/T}+1)^2}.
\]

`fermi_slope` assembles the same derivative from `HasDerivAt` rules and reads off the closed form.

```lean
/-- The Fermi function is differentiable with slope minus the thermal window, and the window
has the closed form `exp(E/T) / (exp(E/T) + 1)² / T`. -/
theorem fermi_slope (T E : ℝ) : HasDerivAt (fermi T) (-window T E) E ∧
    window T E = Real.exp (E / T) / (Real.exp (E / T) + 1) ^ 2 / T := by
  have h1 : HasDerivAt (fun x : ℝ => Real.exp (x / T) + 1) (Real.exp (E / T) * (1 / T)) E :=
    (((hasDerivAt_id' E).div_const T).exp).add_const 1
  have hne : Real.exp (E / T) + 1 ≠ 0 := by positivity
  have h : HasDerivAt (fermi T) (-(Real.exp (E / T) / (Real.exp (E / T) + 1) ^ 2 / T)) E :=
    ((hasDerivAt_const E (1 : ℝ)).fun_div h1 hne).congr_deriv (by ring)
  have hw : window T E = Real.exp (E / T) / (Real.exp (E / T) + 1) ^ 2 / T := by
    rw [window, h.deriv, neg_neg]
  exact ⟨by rw [hw]; exact h, hw⟩
```

Second, \(w\) is positive and does not increase for \(E\ge0\). Put \(y=e^{E/T}\) and \(y'=e^{E'/T}\) with \(0\le E\le E'\), so that \(1\le y\le y'\). After cross-multiplication, \(w(E')\le w(E)\) becomes

\[
y(y'+1)^2-y'(y+1)^2=(y'-y)(yy'-1)\ge 0 .
\]

The product of these two nonnegative factors is what the last `nlinarith` receives.

```lean
/-- At `T > 0` the thermal window is positive, and it does not increase with energy
for energies `E ≥ 0`. -/
theorem window_pos_and_antitone {T : ℝ} (hT : 0 < T) :
    (∀ E, 0 < window T E) ∧ ∀ E E', 0 ≤ E → E ≤ E' → window T E' ≤ window T E := by
  refine ⟨fun E => by rw [(fermi_slope T E).2]; positivity, fun E E' hE hEE => ?_⟩
  rw [(fermi_slope T E).2, (fermi_slope T E').2]
  have hx : 1 ≤ Real.exp (E / T) := Real.one_le_exp (by positivity)
  have hxy : Real.exp (E / T) ≤ Real.exp (E' / T) := by gcongr
  have hp : 1 ≤ Real.exp (E / T) * Real.exp (E' / T) := by nlinarith
  refine div_le_div_of_nonneg_right ?_ hT.le
  rw [div_le_div_iff₀ (by positivity) (by positivity)]
  nlinarith [mul_nonneg (sub_nonneg.2 hxy) (sub_nonneg.2 hp)]
```

Third, its integral. Since \(-f\) is an antiderivative of \(w\) and \(f(E)\to0\) at high energy,

\[
\int_a^\infty w\,dE=0-(-f(a))=f(a).
\]

The proof supplies this limit and the positivity of \(w\) to the fundamental theorem of calculus on a half-line. That yields convergence as well as the value.

```lean
/-- At `T > 0` the thermal window is integrable above any energy `a`, and its integral there
is the Fermi occupation `f(a)`. -/
theorem integral_window {T : ℝ} (hT : 0 < T) (a : ℝ) :
    IntegrableOn (window T) (Ioi a) ∧ ∫ E in Ioi a, window T E = fermi T a := by
  have h1 : Tendsto (fun E : ℝ => Real.exp (E / T) + 1) atTop atTop :=
    tendsto_atTop_add_const_right _ _
      (Real.tendsto_exp_atTop.comp (tendsto_id.atTop_div_const hT))
  have h2 : Tendsto (fermi T) atTop (𝓝 0) := h1.const_div_atTop 1
  have h3 : Tendsto (fun E => -fermi T E) atTop (𝓝 0) := by simpa using h2.neg
  have hd : ∀ x ∈ Ici a, HasDerivAt (fun E => -fermi T E) (window T x) x := fun x _ =>
    (fermi_slope T x).1.fun_neg.congr_deriv (neg_neg _)
  have hp : ∀ x ∈ Ioi a, 0 ≤ window T x := fun x _ => ((window_pos_and_antitone hT).1 x).le
  refine ⟨integrableOn_Ioi_deriv_of_nonneg' hd hp h3, ?_⟩
  rw [integral_Ioi_of_hasDerivAt_of_nonneg' hd hp h3]
  ring
```

Q: The density of states blows up at \(E=\Delta\). How can the ultrasonic integral stay harmless?

A: The coherence factor vanishes there at exactly the right rate. For \(E>\Delta\),

\[
N^2\Bigl(1-\frac{\Delta^2}{E^2}\Bigr)=\frac{E^2}{E^2-\Delta^2}\cdot\frac{E^2-\Delta^2}{E^2}=1,
\qquad
N^2\Bigl(1+\frac{\Delta^2}{E^2}\Bigr)=\frac{E^2+\Delta^2}{E^2-\Delta^2}.
\]

In Lean, `Real.sq_sqrt` removes the square root, which needs \(E^2-\Delta^2\ge0\), and `field_simp` does the cancellation, which needs this difference to be nonzero. Both hold above the gap. At \(\Delta=0\) both kernels reduce to \(2w\).

```lean
/-- Above the gap, `E > Δ ≥ 0`, the ultrasonic coherence factor cancels the squared density of
states exactly, while the spin-relaxation factor leaves `(E² + Δ²)/(E² - Δ²)`. -/
theorem kernels_above_gap {Δ E : ℝ} (T : ℝ) (hΔ : 0 ≤ Δ) (hE : Δ < E) :
    soundKernel Δ T E = 2 * window T E ∧
    spinKernel Δ T E = 2 * ((E ^ 2 + Δ ^ 2) / (E ^ 2 - Δ ^ 2)) * window T E := by
  have hE0 : E ≠ 0 := (hΔ.trans_lt hE).ne'
  have hD : 0 < E ^ 2 - Δ ^ 2 := by nlinarith
  have hD' := hD.ne'
  have hN : dos Δ E ^ 2 = E ^ 2 / (E ^ 2 - Δ ^ 2) := by
    rw [dos, div_pow, Real.sq_sqrt hD.le]
  have h1 : E ^ 2 / (E ^ 2 - Δ ^ 2) * (1 - Δ ^ 2 / E ^ 2) = 1 := by field_simp
  have h2 : E ^ 2 / (E ^ 2 - Δ ^ 2) * (1 + Δ ^ 2 / E ^ 2)
      = (E ^ 2 + Δ ^ 2) / (E ^ 2 - Δ ^ 2) := by field_simp
  rw [soundKernel, spinKernel, hN]
  exact ⟨by linear_combination 2 * window T E * h1, by linear_combination 2 * window T E * h2⟩
```

The ultrasonic integrand is therefore \(2w\) throughout `Ioi Δ`, the open half-line \((\Delta,\infty)\), and

\[
\int_\Delta^\infty 2N^2\Bigl(1-\frac{\Delta^2}{E^2}\Bigr)w\,dE=2f(\Delta).
\]

`sound_attenuation` states both integrability and this value. Its proof replaces the kernel by \(2w\) on the half-line and applies the previous integral.

```lean
/-- Ultrasonic attenuation: for `Δ ≥ 0` and `T > 0` the integral over energies above the gap
converges and equals `2 f(Δ)`. -/
theorem sound_attenuation {Δ T : ℝ} (hΔ : 0 ≤ Δ) (hT : 0 < T) :
    IntegrableOn (soundKernel Δ T) (Ioi Δ) ∧
    ∫ E in Ioi Δ, soundKernel Δ T E = 2 * fermi T Δ := by
  have h : EqOn (soundKernel Δ T) (fun E => 2 * window T E) (Ioi Δ) :=
    fun E hE => (kernels_above_gap T hΔ hE).1
  refine ⟨(integrableOn_congr_fun h measurableSet_Ioi).2
    ((integral_window hT Δ).1.const_mul 2), ?_⟩
  rw [setIntegral_congr_fun measurableSet_Ioi h, integral_const_mul, (integral_window hT Δ).2]
```

Q: An experimentalist measures a ratio to the normal state.

A: Divide by the same integral at zero gap and the same temperature, which is \(2f(0)=1\). The ratio is \(2/(e^{\Delta/T}+1)\): it equals 1 when the gap closes and is exponentially small when \(T\ll\Delta\).

```lean
/-- For `Δ ≥ 0` and `T > 0`, the attenuation integral with gap `Δ` divided by that of the
normal metal (zero gap) at the same temperature is `2 / (exp(Δ/T) + 1)`. -/
theorem sound_ratio {Δ T : ℝ} (hΔ : 0 ≤ Δ) (hT : 0 < T) :
    (∫ E in Ioi Δ, soundKernel Δ T E) / (∫ E in Ioi 0, soundKernel 0 T E)
      = 2 / (Real.exp (Δ / T) + 1) := by
  have h0 : 2 * fermi T 0 = 1 := by norm_num [fermi]
  rw [(sound_attenuation hΔ hT).2, (sound_attenuation le_rfl hT).2, h0, fermi]
  ring
```

Q: Now the relaxation rate. How do you know that the trouble comes from the gap edge and not from somewhere else?

A: Because any cutoff \(\delta>0\) above the edge removes it. For \(E>\Delta+\delta\) we have \(E^2-\Delta^2=(E-\Delta)(E+\Delta)\ge\delta\Delta\), hence

\[
\frac{E^2+\Delta^2}{E^2-\Delta^2}=1+\frac{2\Delta^2}{E^2-\Delta^2}\le 1+\frac{2\Delta}{\delta}.
\]

The kernel is at most a constant times \(w\), which is integrable. `Integrable.mono'` is this comparison; the lines before it establish that the kernel is measurable, and those after it prove the bound.

```lean
/-- For `Δ > 0` and `T > 0` the spin-relaxation integrand is nonnegative, and it is integrable over
the energies above `Δ + δ` for every cutoff `δ > 0`. -/
theorem spin_integrable_above_cutoff {Δ T : ℝ} (hΔ : 0 < Δ) (hT : 0 < T) :
    (∀ E, 0 ≤ spinKernel Δ T E) ∧
    ∀ δ, 0 < δ → IntegrableOn (spinKernel Δ T) (Ioi (Δ + δ)) := by
  have hw := (window_pos_and_antitone hT).1
  have hn : ∀ E, 0 ≤ spinKernel Δ T E := fun E => mul_nonneg (by positivity) (hw E).le
  refine ⟨hn, fun δ hδ => ?_⟩
  have hd : Measurable (dos Δ) :=
    measurable_id.div (Real.continuous_sqrt.measurable.comp (by fun_prop))
  have hm : Measurable (spinKernel Δ T) :=
    (((hd.pow_const 2).const_mul 2).mul
      (by fun_prop : Measurable fun E : ℝ => 1 + Δ ^ 2 / E ^ 2)).mul (measurable_deriv _).neg
  -- away from the gap edge the kernel is at most a constant times the thermal window
  refine Integrable.mono' ((integral_window hT (Δ + δ)).1.const_mul (2 * (1 + 2 * Δ / δ)))
    hm.aestronglyMeasurable (ae_restrict_of_forall_mem measurableSet_Ioi fun E hE => ?_)
  have hE' : Δ + δ < E := hE
  rw [Real.norm_of_nonneg (hn E), (kernels_above_gap T hΔ.le (by linarith)).2]
  have h1 : δ * Δ ≤ E ^ 2 - Δ ^ 2 := by
    nlinarith [mul_pos (sub_pos.2 hE') (by linarith : 0 < E + Δ), mul_pos hδ hΔ,
      mul_pos hδ (by linarith : 0 < E)]
  have h2 : 2 * Δ / δ * (δ * Δ) = 2 * Δ ^ 2 := by field_simp
  have h3 := mul_le_mul_of_nonneg_left h1 (by positivity : 0 ≤ 2 * Δ / δ)
  rw [h2] at h3
  have hb : (E ^ 2 + Δ ^ 2) / (E ^ 2 - Δ ^ 2) ≤ 1 + 2 * Δ / δ := by
    rw [div_le_iff₀ (lt_of_lt_of_le (mul_pos hδ hΔ) h1)]
    linarith
  exact mul_le_mul_of_nonneg_right (by linarith) (hw E).le
```

Q: A large upper bound does not show a divergence.

A: No, that takes a lower bound. For \(E>\Delta\),

\[
\frac{E^2+\Delta^2}{E^2-\Delta^2}\ge\frac{\Delta}{E-\Delta},
\]

because multiplying out gives \(E^2+\Delta^2\ge\Delta(E+\Delta)\), that is, \(E^2\ge\Delta E\). Up to \(E=2\Delta\) the window is at least \(w(2\Delta)\). For \(0<\delta\le\Delta\), keeping only the energies between \(\Delta+\delta\) and \(2\Delta\) gives

\[
\int_{\Delta+\delta}^{\infty}2N^2\Bigl(1+\frac{\Delta^2}{E^2}\Bigr)w\,dE
\ \ge\ 2\Delta\,w(2\Delta)\int_{\Delta+\delta}^{2\Delta}\frac{dE}{E-\Delta}
=2\Delta\,w(2\Delta)\log\frac{\Delta}{\delta}.
\]

At \(\delta=\Delta\) the bound is simply zero. In the code, `hlog` evaluates the logarithmic integral, `setIntegral_mono_on` compares the integrands, and `setIntegral_mono_set` restores the discarded energies, where the kernel is nonnegative.

```lean
/-- For `T > 0` and `0 < δ ≤ Δ`, the spin-relaxation integral over energies above `Δ + δ` is at
least `2 Δ (-f'(2Δ)) log(Δ/δ)`. -/
theorem spin_log_lower_bound {Δ T δ : ℝ} (hT : 0 < T) (hδ : 0 < δ) (hδΔ : δ ≤ Δ) :
    2 * Δ * window T (2 * Δ) * Real.log (Δ / δ) ≤ ∫ E in Ioi (Δ + δ), spinKernel Δ T E := by
  have hΔ : 0 < Δ := hδ.trans_le hδΔ
  obtain ⟨hw, hanti⟩ := window_pos_and_antitone hT
  obtain ⟨hn, hint⟩ := spin_integrable_above_cutoff hΔ hT
  have hlog : ∫ E in Ioc (Δ + δ) (2 * Δ), 2 * Δ * window T (2 * Δ) * (E - Δ)⁻¹
      = 2 * Δ * window T (2 * Δ) * Real.log (Δ / δ) := by
    rw [integral_const_mul, ← intervalIntegral.integral_of_le (by linarith),
      intervalIntegral.integral_comp_sub_right (fun x : ℝ => x⁻¹) Δ,
      show Δ + δ - Δ = δ by ring, show 2 * Δ - Δ = Δ by ring, integral_inv_of_pos hδ hΔ]
  have hc : ContinuousOn (fun E : ℝ => 2 * Δ * window T (2 * Δ) * (E - Δ)⁻¹)
      (Icc (Δ + δ) (2 * Δ)) :=
    continuousOn_const.mul (ContinuousOn.inv₀ (by fun_prop) fun x hx =>
      (by linarith [hx.1] : 0 < x - Δ).ne')
  rw [← hlog]
  refine (setIntegral_mono_on (hc.integrableOn_Icc.mono_set Ioc_subset_Icc_self)
    ((hint δ hδ).mono_set Ioc_subset_Ioi_self) measurableSet_Ioc fun E hE => ?_).trans
    (setIntegral_mono_set (hint δ hδ) (Eventually.of_forall hn)
      Ioc_subset_Ioi_self.eventuallyLE)
  -- between the cutoff and `2Δ` the kernel dominates a multiple of `1/(E - Δ)`
  have hE1 : 0 < E - Δ := by linarith [hE.1]
  have hD : 0 < E ^ 2 - Δ ^ 2 := by nlinarith
  rw [(kernels_above_gap T hΔ.le (by linarith)).2]
  have hq : Δ * (E - Δ)⁻¹ ≤ (E ^ 2 + Δ ^ 2) / (E ^ 2 - Δ ^ 2) := by
    rw [← div_eq_mul_inv, div_le_div_iff₀ hE1 hD]
    nlinarith [mul_nonneg (by linarith : 0 ≤ E) (sq_nonneg (E - Δ))]
  have := mul_le_mul hq (hanti E (2 * Δ) (by linarith) hE.2) (hw _).le (by positivity)
  linarith
```

Q: So why does the last theorem not say "the integral is infinite"?

A: Lean's integral is a real number, and it is set to zero for a function that is not integrable, so an equation for its value would be misleading. The theorem denies `IntegrableOn` instead. Since the kernel is nonnegative and measurable, that is the usual meaning of a divergent integral.

Suppose the integral down to \(\Delta\) had a finite value \(I\). Choose

\[
a=\frac{I+1}{2\Delta\,w(2\Delta)},\qquad \delta=\Delta e^{-a}.
\]

The kernel is nonnegative, so \(I\ge0\), hence \(a>0\) and \(\delta<\Delta\), as the lower bound requires. Then \(\log(\Delta/\delta)=a\), and the lower bound makes the cut-off integral at least \(I+1\). But it covers fewer energies than \(I\) does, so it is at most \(I\), a contradiction. The proof makes the same choice of \(a\) and \(\delta\), and the final `linarith` combines the two inequalities.

```lean
/-- For `Δ > 0` and `T > 0` the spin-relaxation integrand is not integrable over the energies
above the gap. -/
theorem spin_relaxation_diverges {Δ T : ℝ} (hΔ : 0 < Δ) (hT : 0 < T) :
    ¬ IntegrableOn (spinKernel Δ T) (Ioi Δ) := by
  intro h
  have hn := (spin_integrable_above_cutoff hΔ hT).1
  have hc : 0 < 2 * Δ * window T (2 * Δ) :=
    mul_pos (by positivity) ((window_pos_and_antitone hT).1 _)
  have hC : 0 ≤ ∫ E in Ioi Δ, spinKernel Δ T E := integral_nonneg hn
  -- choose the cutoff so small that the logarithm exceeds the supposed finite value
  obtain ⟨a, ha⟩ : ∃ a, a = ((∫ E in Ioi Δ, spinKernel Δ T E) + 1)
      / (2 * Δ * window T (2 * Δ)) := ⟨_, rfl⟩
  have ha0 : 0 ≤ a := by rw [ha]; positivity
  have hδ : 0 < Δ * Real.exp (-a) := by positivity
  have hle : Δ * Real.exp (-a) ≤ Δ :=
    mul_le_of_le_one_right hΔ.le (Real.exp_le_one_iff.2 (by linarith))
  have hl : Δ / (Δ * Real.exp (-a)) = Real.exp a := by
    rw [Real.exp_neg]
    field_simp
  have h1 := spin_log_lower_bound hT hδ hle
  rw [hl, Real.log_exp, ha, mul_div_cancel₀ _ hc.ne', ← ha] at h1
  have h2 : ∫ E in Ioi (Δ + Δ * Real.exp (-a)), spinKernel Δ T E
      ≤ ∫ E in Ioi Δ, spinKernel Δ T E :=
    setIntegral_mono_set h (Eventually.of_forall hn)
      (Ioi_subset_Ioi (by linarith)).eventuallyLE
  linarith

end

end BCSCoherenceResponse
```

```lean
#print axioms BCSCoherenceResponse.sound_ratio
#print axioms BCSCoherenceResponse.spin_relaxation_diverges
```

```
'BCSCoherenceResponse.sound_ratio' depends on axioms: [propext, Classical.choice, Quot.sound]
'BCSCoherenceResponse.spin_relaxation_diverges' depends on axioms: [propext, Classical.choice, Quot.sound]
```

Q: Measured relaxation rates are finite. Have you proved something false about nature?

A: Only something about the idealisation. In a real superconductor, gap anisotropy and finite quasiparticle lifetimes can smear the edge, and the nonzero nuclear frequency separates the singularities of the initial and final densities of states; such effects cut off the logarithm. Nor do these theorems establish the Hebel–Slichter peak, which is a statement about how the rate varies with temperature below the transition; here \(T\) and \(\Delta\) are held fixed.

Q: Does it matter for someone computing such rates?

A: Yes, within this isotropic, zero-frequency model: refining an energy grid towards the gap edge cannot make the relaxation integral converge, so a finite computed rate depends on the broadening or cutoff used. The ultrasonic integral needs neither.
